# For linear symmetric XY₂, the symmetric and antisymmetric stretches are eigenvectors of GF

## Coordinates, masses and force constants

The atoms Y, X, Y lie on a line and have axial displacements \(x=(x_0,x_1,x_2)\). The bond stretches are \(q_0=x_1-x_0\) and \(q_1=x_2-x_1\), so \(q=Bx\) with

\[
B=\begin{pmatrix}-1&1&0\\0&-1&1\end{pmatrix},\qquad M=\mathrm{diag}(m_Y,m_X,m_Y),\qquad a=\frac1{m_Y},\quad b=\frac1{m_X}.
\]

The potential energy is harmonic, \(V=\tfrac12q^{T}Fq\), with bond constant \(k\) and bond–bond coupling \(c\):

\[
F=\begin{pmatrix}k&c\\c&k\end{pmatrix}.
\]

The equal diagonal entries express that the two bonds are equivalent. Wilson's matrix is \(G=BM^{-1}B^{T}\), and the Cartesian Hessian is \(H=B^{T}FB\).

## From Newton's equation to GF

Newton's equation is \(M\ddot x=-Hx=-B^{T}Fq\). Multiplying by \(BM^{-1}\) gives \(\ddot q=-GFq\). An eigenvalue of \(GF\) is therefore a squared angular frequency whenever it is positive.

The Cartesian and internal problems correspond for any \(B\), \(F\) and invertible \(M\). If \(Hx=\lambda Mx\), multiplication by \(BM^{-1}\) gives \(GF(Bx)=\lambda Bx\). Conversely, let \(GFL=\lambda L\) and set \(x=M^{-1}B^{T}FL\). Then \(Bx=GFL=\lambda L\), and

\[
Hx=B^{T}F(Bx)=\lambda B^{T}FL=\lambda Mx .
\]

Either construction can return the zero vector: \(Bx=0\) for a translation, and \(x\) may vanish when \(\lambda=0\).

## What the theorems state

The central theorem, `xy2_normal_modes`, says that for nonzero masses and any real \(k,c\),

\[
GF\begin{pmatrix}1\\1\end{pmatrix}=a(k+c)\begin{pmatrix}1\\1\end{pmatrix},\qquad
GF\begin{pmatrix}1\\-1\end{pmatrix}=(a+2b)(k-c)\begin{pmatrix}1\\-1\end{pmatrix},
\]

and that \(GF\) has no other real eigenvalue. The two values may coincide.

In Lean, `bondB`, `massXY2 mY mX` and `fXY2 k c` are \(B\), \(M\) and \(F\), while `symStretch` and `antiStretch` are the unnormalised vectors \((1,1)\) and \((1,-1)\); dividing each by \(\sqrt2\) gives unit length. The product \(G\) is formed by `wilsonG` from \(B\) and \(M\), so its explicit form `gXY2` is derived. The symbol `*ᵥ` applies a matrix to a vector, and `IsEigenvalue` requires a nonzero real vector.

Three further theorems give the Cartesian patterns, the condition \(|c|<k\) for positive eigenvalues when the masses are positive, and harmonic motions that solve \(\ddot q=-GFq\). The last assumes real \(\omega_1,\omega_3\) whose squares are the two eigenvalues; it does not say that every solution has this form.

The model has no bending, rotation or anharmonicity, and \(k\) and \(c\) are inputs. Within this harmonic, collinear model, the formulas give a check for a normal-mode program fed with force constants from an electronic-structure calculation: changing \(m_X\) must leave the symmetric eigenvalue unchanged.

## The eigenvalues by hand

Since \(M^{-1}=\mathrm{diag}(a,b,a)\),

\[
G=\begin{pmatrix}-a&b&0\\0&-b&a\end{pmatrix}
\begin{pmatrix}-1&0\\1&-1\\0&1\end{pmatrix}
=\begin{pmatrix}a+b&-b\\-b&a+b\end{pmatrix}.
\]

On \((1,1)\), \(F\) gives the factor \(k+c\) and \(G\) gives \((a+b)-b=a\). On \((1,-1)\), the factors are \(k-c\) and \((a+b)+b=a+2b\). Their products are the two eigenvalues, which we call \(\lambda_1=a(k+c)\) and \(\lambda_3=(a+2b)(k-c)\).

For the full spectrum, write \(v=s(1,1)+d(1,-1)\) with \(s=(v_0+v_1)/2\) and \(d=(v_0-v_1)/2\). The equation \(GFv=\mu v\) becomes

\[
(\mu-\lambda_1)s=0,\qquad(\mu-\lambda_3)d=0 .
\]

If \(v\neq0\), then \(s\) or \(d\) is nonzero, so \(\mu\) is \(\lambda_1\) or \(\lambda_3\).

For positive masses, \(a\) and \(a+2b\) are positive. Both eigenvalues are then positive exactly when \(k+c>0\) and \(k-c>0\), that is, when \(|c|<k\).

## Atomic displacements and motion in time

For \(x=(-1,0,1)\) we have \(Bx=(1,1)\), hence \(Hx=(k+c)(-1,0,1)\). Since \(Mx=m_Y(-1,0,1)\), the ratio is \(\lambda_1\).

For \(y=(m_X,-2m_Y,m_X)\) we have \(By=-(m_X+2m_Y)(1,-1)\), so

\[
Hy=(m_X+2m_Y)(k-c)(1,-2,1),\qquad My=m_Xm_Y(1,-2,1),
\]

and the ratio is \(\lambda_3\). The translation \((1,1,1)\) has \(Bx=0\), so \(H\) annihilates it.

A plausible slip is to convert the antisymmetric stretch to atomic displacements by \(B^{T}\) alone. This gives \((-1,2,-1)\), whose mass-weighted sum of displacements, \(2(m_X-m_Y)\), vanishes only for equal masses; otherwise the centre of mass would move. The factor \(M^{-1}\) in \(M^{-1}B^{T}FL\) corrects this.

Finally, let \(\omega_1^2=\lambda_1\), \(\omega_3^2=\lambda_3\), and

\[
q(t)=A\cos(\omega_1t+\varphi_1)\begin{pmatrix}1\\1\end{pmatrix}+C\cos(\omega_3t+\varphi_3)\begin{pmatrix}1\\-1\end{pmatrix},
\]

with real amplitudes \(A,C\) and phases \(\varphi_1,\varphi_3\). Differentiating twice multiplies the two terms by \(-\omega_1^2\) and \(-\omega_3^2\), which is the action of \(-GF\).

## A massless central atom

The condition \(m_X\neq0\) is needed in the central theorem. Take \(m_Y=1\), \(m_X=0\), \(k=1\), \(c=0\). Then \(M\) is singular, Lean sets its inverse to the zero matrix, and \(GF=0\). The formula for the symmetric stretch would read \((0,0)=(1,1)\).

## The Lean development

```lean
import Mathlib

open Matrix

namespace LinearXY2Stretch

noncomputable section

/-- Wilson's kinetic matrix `G = B M⁻¹ Bᵀ` for internal coordinates `q = B x` and
mass matrix `M`. -/
def wilsonG {m n : Type*} [Fintype n] [DecidableEq n]
    (B : Matrix m n ℝ) (M : Matrix n n ℝ) : Matrix m m ℝ :=
  B * M⁻¹ * Bᵀ

/-- The Cartesian force-constant matrix `H = Bᵀ F B` built from the internal force
constants `F`. -/
def cartesianHessian {m n : Type*} [Fintype m]
    (B : Matrix m n ℝ) (F : Matrix m m ℝ) : Matrix n n ℝ :=
  Bᵀ * F * B

/-- The Cartesian displacement `M⁻¹ Bᵀ F L` attached to an internal-coordinate vector `L`. -/
def cartesianMode {m n : Type*} [Fintype m] [Fintype n] [DecidableEq n]
    (B : Matrix m n ℝ) (M : Matrix n n ℝ) (F : Matrix m m ℝ) (L : m → ℝ) : n → ℝ :=
  M⁻¹ *ᵥ (Bᵀ *ᵥ (F *ᵥ L))

/-- `μ` is an eigenvalue of `A`: some nonzero real vector satisfies `A v = μ v`. -/
def IsEigenvalue {m : Type*} [Fintype m] (A : Matrix m m ℝ) (μ : ℝ) : Prop :=
  ∃ v : m → ℝ, v ≠ 0 ∧ A *ᵥ v = μ • v

/-- The `B` matrix of Y–X–Y: the two bond stretches in terms of the axial displacements
of the atoms Y, X, Y. -/
def bondB : Matrix (Fin 2) (Fin 3) ℝ := !![-1, 1, 0; 0, -1, 1]

/-- The mass matrix of the atoms Y, X, Y. -/
def massXY2 (mY mX : ℝ) : Matrix (Fin 3) (Fin 3) ℝ := !![mY, 0, 0; 0, mX, 0; 0, 0, mY]

/-- The stretching `G` matrix written with reciprocal masses `a` (of Y) and `b` (of X). -/
def gXY2 (a b : ℝ) : Matrix (Fin 2) (Fin 2) ℝ := !![a + b, -b; -b, a + b]

/-- The stretching `F` matrix with bond constant `k` and bond-bond coupling `c`. -/
def fXY2 (k c : ℝ) : Matrix (Fin 2) (Fin 2) ℝ := !![k, c; c, k]

/-- The symmetric stretch `(1, 1)` in bond coordinates. -/
def symStretch : Fin 2 → ℝ := ![1, 1]

/-- The antisymmetric stretch `(1, -1)` in bond coordinates. -/
def antiStretch : Fin 2 → ℝ := ![1, -1]

/-- A superposition of a harmonic symmetric stretch (amplitude `A`, angular frequency `ω₁`,
phase `φ₁`) and a harmonic antisymmetric stretch (`C`, `ω₃`, `φ₃`). -/
def stretchMotion (A ω₁ φ₁ C ω₃ φ₃ : ℝ) (t : ℝ) : Fin 2 → ℝ :=
  (A * Real.cos (ω₁ * t + φ₁)) • symStretch + (C * Real.cos (ω₃ * t + φ₃)) • antiStretch

/-- If a Cartesian displacement solves `H x = λ M x` with invertible `M`, its internal
coordinates `B x` solve `G F (B x) = λ (B x)`. -/
theorem gf_of_cartesian_mode {m n : Type*} [Fintype m] [Fintype n] [DecidableEq n]
    (B : Matrix m n ℝ) (M : Matrix n n ℝ) (F : Matrix m m ℝ) (hM : IsUnit M.det)
    (x : n → ℝ) (l : ℝ) (hx : cartesianHessian B F *ᵥ x = l • (M *ᵥ x)) :
    (wilsonG B M * F) *ᵥ (B *ᵥ x) = l • (B *ᵥ x) := by
  -- G F B = B M⁻¹ H
  have h : (wilsonG B M * F) *ᵥ (B *ᵥ x)
      = B *ᵥ (M⁻¹ *ᵥ (cartesianHessian B F *ᵥ x)) := by
    simp only [wilsonG, cartesianHessian, Matrix.mulVec_mulVec, Matrix.mul_assoc]
  have hinv : M⁻¹ *ᵥ (M *ᵥ x) = x := by
    rw [Matrix.mulVec_mulVec, Matrix.nonsing_inv_mul _ hM, Matrix.one_mulVec]
  rw [h, hx, Matrix.mulVec_smul, Matrix.mulVec_smul, hinv]

/-- If `G F L = λ L` with invertible `M`, then `x = M⁻¹ Bᵀ F L` solves `H x = λ M x`
and has internal coordinates `B x = λ L`. -/
theorem cartesian_mode_of_gf {m n : Type*} [Fintype m] [Fintype n] [DecidableEq n]
    (B : Matrix m n ℝ) (M : Matrix n n ℝ) (F : Matrix m m ℝ) (hM : IsUnit M.det)
    (L : m → ℝ) (l : ℝ) (hL : (wilsonG B M * F) *ᵥ L = l • L) :
    cartesianHessian B F *ᵥ cartesianMode B M F L = l • (M *ᵥ cartesianMode B M F L) ∧
      B *ᵥ cartesianMode B M F L = l • L := by
  have hB : B *ᵥ cartesianMode B M F L = l • L := by
    rw [← hL]
    simp only [cartesianMode, wilsonG, Matrix.mulVec_mulVec, Matrix.mul_assoc]
  have key : ∀ w : n → ℝ, M *ᵥ (M⁻¹ *ᵥ w) = w := fun w => by
    rw [Matrix.mulVec_mulVec, Matrix.mul_nonsing_inv _ hM, Matrix.one_mulVec]
  have hMx : M *ᵥ cartesianMode B M F L = Bᵀ *ᵥ (F *ᵥ L) := by
    unfold cartesianMode
    exact key _
  have hH : ∀ y : n → ℝ, cartesianHessian B F *ᵥ y = Bᵀ *ᵥ (F *ᵥ (B *ᵥ y)) := fun y => by
    simp only [cartesianHessian, Matrix.mulVec_mulVec, Matrix.mul_assoc]
  refine ⟨?_, hB⟩
  rw [hH, hB, hMx, Matrix.mulVec_smul, Matrix.mulVec_smul]

/-- For nonzero masses, `B M⁻¹ Bᵀ` of linear XY2 is `[[a + b, -b], [-b, a + b]]` with
`a = 1 / mY` and `b = 1 / mX`. -/
theorem wilsonG_xy2 (mY mX : ℝ) (hY : mY ≠ 0) (hX : mX ≠ 0) :
    wilsonG bondB (massXY2 mY mX) = gXY2 (1 / mY) (1 / mX) := by
  -- the inverse mass matrix is diagonal with the reciprocal masses
  have hinv : (massXY2 mY mX)⁻¹ = !![1 / mY, 0, 0; 0, 1 / mX, 0; 0, 0, 1 / mY] := by
    apply Matrix.inv_eq_right_inv
    rw [Matrix.one_fin_three]
    ext i j
    simp only [Matrix.mul_apply, Fin.sum_univ_three]
    fin_cases i <;> fin_cases j <;> simp [massXY2, hY, hX]
  rw [wilsonG, hinv]
  ext i j
  simp only [Matrix.mul_apply, Fin.sum_univ_three, Matrix.transpose_apply]
  fin_cases i <;> fin_cases j <;> simp [bondB, gXY2]
  all_goals ring

/-- `G F` multiplies the symmetric stretch by `a (k + c)` and the antisymmetric stretch
by `(a + 2 b) (k - c)`. -/
theorem gf_stretches (a b k c : ℝ) :
    (gXY2 a b * fXY2 k c) *ᵥ symStretch = (a * (k + c)) • symStretch ∧
      (gXY2 a b * fXY2 k c) *ᵥ antiStretch = ((a + 2 * b) * (k - c)) • antiStretch := by
  constructor
  · ext i
    simp only [Matrix.mulVec, dotProduct, Fin.sum_univ_two, Matrix.mul_apply,
      Pi.smul_apply, smul_eq_mul]
    fin_cases i <;> simp [gXY2, fXY2, symStretch] <;> ring
  · ext i
    simp only [Matrix.mulVec, dotProduct, Fin.sum_univ_two, Matrix.mul_apply,
      Pi.smul_apply, smul_eq_mul]
    fin_cases i <;> simp [gXY2, fXY2, antiStretch] <;> ring

/-- On any pair of bond stretches `v`, `G F` scales the symmetry coordinate `(v₀ + v₁) / 2`
by `a (k + c)` and the symmetry coordinate `(v₀ - v₁) / 2` by `(a + 2 b) (k - c)`. -/
theorem gf_symmetry_coordinates (a b k c : ℝ) (v : Fin 2 → ℝ) :
    (gXY2 a b * fXY2 k c) *ᵥ v
      = (a * (k + c) * ((v 0 + v 1) / 2)) • symStretch
        + ((a + 2 * b) * (k - c) * ((v 0 - v 1) / 2)) • antiStretch := by
  ext i
  simp only [Matrix.mulVec, dotProduct, Fin.sum_univ_two, Matrix.mul_apply,
    Pi.add_apply, Pi.smul_apply, smul_eq_mul]
  fin_cases i <;> simp [gXY2, fXY2, symStretch, antiStretch] <;> ring

/-- The eigenvalues of `G F` are exactly `a (k + c)` and `(a + 2 b) (k - c)`. -/
theorem gf_eigenvalue_iff (a b k c μ : ℝ) :
    IsEigenvalue (gXY2 a b * fXY2 k c) μ ↔
      μ = a * (k + c) ∨ μ = (a + 2 * b) * (k - c) := by
  have s0 : symStretch 0 = 1 := rfl
  have s1 : symStretch 1 = 1 := rfl
  have a0 : antiStretch 0 = 1 := rfl
  have a1 : antiStretch 1 = -1 := rfl
  constructor
  · rintro ⟨v, hv, h⟩
    rw [gf_symmetry_coordinates] at h
    have h0 := congrFun h 0
    have h1 := congrFun h 1
    simp only [Pi.add_apply, Pi.smul_apply, smul_eq_mul, s0, a0] at h0
    simp only [Pi.add_apply, Pi.smul_apply, smul_eq_mul, s1, a1] at h1
    -- sum and difference of the two component equations
    have hs : (μ - a * (k + c)) * (v 0 + v 1) = 0 := by linear_combination -h0 - h1
    have ha : (μ - (a + 2 * b) * (k - c)) * (v 0 - v 1) = 0 := by
      linear_combination -h0 + h1
    rcases mul_eq_zero.mp hs with hs' | hs'
    · left
      linarith
    · rcases mul_eq_zero.mp ha with ha' | ha'
      · right
        linarith
      · -- both symmetry coordinates vanish, so v = 0
        exfalso
        apply hv
        have v0 : v 0 = 0 := by linarith
        have v1 : v 1 = 0 := by linarith
        ext i
        fin_cases i <;> simp [v0, v1]
  · rintro (rfl | rfl)
    · refine ⟨symStretch, fun h => ?_, (gf_stretches a b k c).1⟩
      have h0 := congrFun h 0
      rw [s0] at h0
      simp at h0
    · refine ⟨antiStretch, fun h => ?_, (gf_stretches a b k c).2⟩
      have h0 := congrFun h 0
      rw [a0] at h0
      simp at h0

/-- For linear XY2 with nonzero masses and `G = B M⁻¹ Bᵀ`, the matrix `G F` has eigenvalue
`(1/mY) (k + c)` on `(1, 1)`, eigenvalue `(1/mY + 2/mX) (k - c)` on `(1, -1)`, and no other. -/
theorem xy2_normal_modes (mY mX k c : ℝ) (hY : mY ≠ 0) (hX : mX ≠ 0) :
    (wilsonG bondB (massXY2 mY mX) * fXY2 k c) *ᵥ symStretch
        = (1 / mY * (k + c)) • symStretch ∧
      (wilsonG bondB (massXY2 mY mX) * fXY2 k c) *ᵥ antiStretch
        = ((1 / mY + 2 * (1 / mX)) * (k - c)) • antiStretch ∧
      ∀ μ : ℝ, IsEigenvalue (wilsonG bondB (massXY2 mY mX) * fXY2 k c) μ ↔
        μ = 1 / mY * (k + c) ∨ μ = (1 / mY + 2 * (1 / mX)) * (k - c) := by
  rw [wilsonG_xy2 mY mX hY hX]
  exact ⟨(gf_stretches _ _ k c).1, (gf_stretches _ _ k c).2,
    fun μ => gf_eigenvalue_iff _ _ k c μ⟩

/-- The axial displacements `(-1, 0, 1)` and `(mX, -2 mY, mX)` solve `H x = λ M x` with
`λ = (1/mY) (k + c)` and `λ = (1/mY + 2/mX) (k - c)`, and `H` annihilates the
translation `(1, 1, 1)`. -/
theorem xy2_cartesian_modes (mY mX k c : ℝ) (hY : mY ≠ 0) (hX : mX ≠ 0) :
    cartesianHessian bondB (fXY2 k c) *ᵥ ![-1, 0, 1]
        = (1 / mY * (k + c)) • (massXY2 mY mX *ᵥ ![-1, 0, 1]) ∧
      cartesianHessian bondB (fXY2 k c) *ᵥ ![mX, -(2 * mY), mX]
        = ((1 / mY + 2 * (1 / mX)) * (k - c)) • (massXY2 mY mX *ᵥ ![mX, -(2 * mY), mX]) ∧
      cartesianHessian bondB (fXY2 k c) *ᵥ ![1, 1, 1] = 0 := by
  refine ⟨?_, ?_, ?_⟩
  all_goals
    ext i
    simp only [cartesianHessian, Matrix.mulVec, dotProduct, Matrix.mul_apply,
      Matrix.transpose_apply, Fin.sum_univ_three, Fin.sum_univ_two, Pi.smul_apply,
      smul_eq_mul]
    fin_cases i <;> simp [bondB, fXY2, massXY2] <;>
      (first | ring1 | (field_simp; ring1))

/-- For positive masses, all eigenvalues of `G F` are positive if and only if `|c| < k`. -/
theorem xy2_eigenvalues_pos_iff (mY mX k c : ℝ) (hY : 0 < mY) (hX : 0 < mX) :
    (∀ μ : ℝ, IsEigenvalue (wilsonG bondB (massXY2 mY mX) * fXY2 k c) μ → 0 < μ) ↔
      |c| < k := by
  have key := (xy2_normal_modes mY mX k c hY.ne' hX.ne').2.2
  have ha : 0 < 1 / mY := by positivity
  have hb : 0 < 1 / mY + 2 * (1 / mX) := by positivity
  rw [abs_lt]
  constructor
  · intro h
    have h1 := h _ ((key _).2 (Or.inl rfl))
    have h3 := h _ ((key _).2 (Or.inr rfl))
    -- the mass factors are positive, so the signs are those of k + c and k - c
    have p1 : 0 < k + c := by
      by_contra hn
      nlinarith [mul_nonneg ha.le (neg_nonneg.2 (not_lt.1 hn))]
    have p3 : 0 < k - c := by
      by_contra hn
      nlinarith [mul_nonneg hb.le (neg_nonneg.2 (not_lt.1 hn))]
    constructor <;> linarith
  · rintro ⟨h1, h2⟩ μ hμ
    rcases (key μ).1 hμ with h | h
    · rw [h]
      exact mul_pos ha (by linarith)
    · rw [h]
      exact mul_pos hb (by linarith)

/-- If `ω₁² = (1/mY) (k + c)` and `ω₃² = (1/mY + 2/mX) (k - c)`, the superposition of the two
harmonic stretches is differentiable and solves `q'' = -G F q`. -/
theorem stretchMotion_solves (mY mX k c A ω₁ φ₁ C ω₃ φ₃ : ℝ) (hY : mY ≠ 0) (hX : mX ≠ 0)
    (hω₁ : ω₁ ^ 2 = 1 / mY * (k + c))
    (hω₃ : ω₃ ^ 2 = (1 / mY + 2 * (1 / mX)) * (k - c)) (t : ℝ) :
    DifferentiableAt ℝ (stretchMotion A ω₁ φ₁ C ω₃ φ₃) t ∧
      HasDerivAt (deriv (stretchMotion A ω₁ φ₁ C ω₃ φ₃))
        (-((wilsonG bondB (massXY2 mY mX) * fXY2 k c) *ᵥ stretchMotion A ω₁ φ₁ C ω₃ φ₃ t))
        t := by
  obtain ⟨e1, e3, -⟩ := xy2_normal_modes mY mX k c hY hX
  have hin : ∀ ω φ s : ℝ, HasDerivAt (fun u : ℝ => ω * u + φ) ω s := fun ω φ s => by
    simpa using ((hasDerivAt_id s).const_mul ω).add_const φ
  -- first and second derivative of a harmonic amplitude
  have h1 : ∀ P ω φ s : ℝ, HasDerivAt (fun u : ℝ => P * Real.cos (ω * u + φ))
      (-(P * ω) * Real.sin (ω * s + φ)) s := fun P ω φ s =>
    ((hin ω φ s).cos.const_mul P).congr_deriv (by ring)
  have h2 : ∀ P ω φ s : ℝ, HasDerivAt (fun u : ℝ => -(P * ω) * Real.sin (ω * u + φ))
      (-(P * ω ^ 2) * Real.cos (ω * s + φ)) s := fun P ω φ s =>
    ((hin ω φ s).sin.const_mul (-(P * ω))).congr_deriv (by ring)
  have hq : ∀ s : ℝ, HasDerivAt (stretchMotion A ω₁ φ₁ C ω₃ φ₃)
      ((-(A * ω₁) * Real.sin (ω₁ * s + φ₁)) • symStretch
        + (-(C * ω₃) * Real.sin (ω₃ * s + φ₃)) • antiStretch) s := fun s => by
    exact ((h1 A ω₁ φ₁ s).smul_const symStretch).fun_add
      ((h1 C ω₃ φ₃ s).smul_const antiStretch)
  have hd : deriv (stretchMotion A ω₁ φ₁ C ω₃ φ₃) = fun s : ℝ =>
      (-(A * ω₁) * Real.sin (ω₁ * s + φ₁)) • symStretch
        + (-(C * ω₃) * Real.sin (ω₃ * s + φ₃)) • antiStretch :=
    funext fun s => (hq s).deriv
  refine ⟨(hq t).differentiableAt, ?_⟩
  rw [hd]
  have hacc := ((h2 A ω₁ φ₁ t).smul_const symStretch).fun_add
    ((h2 C ω₃ φ₃ t).smul_const antiStretch)
  refine hacc.congr_deriv ?_
  -- G F acts on each stretch by its squared frequency
  unfold stretchMotion
  rw [Matrix.mulVec_add, Matrix.mulVec_smul, Matrix.mulVec_smul, e1, e3, ← hω₁, ← hω₃]
  module

end

end LinearXY2Stretch
```

```lean
#print axioms LinearXY2Stretch.gf_stretches
-- 'LinearXY2Stretch.gf_stretches' depends on axioms: [propext, Classical.choice, Quot.sound]
#print axioms LinearXY2Stretch.xy2_cartesian_modes
-- 'LinearXY2Stretch.xy2_cartesian_modes' depends on axioms: [propext, Classical.choice, Quot.sound]
#print axioms LinearXY2Stretch.xy2_eigenvalues_pos_iff
-- 'LinearXY2Stretch.xy2_eigenvalues_pos_iff' depends on axioms: [propext, Classical.choice, Quot.sound]
#print axioms LinearXY2Stretch.stretchMotion_solves
-- 'LinearXY2Stretch.stretchMotion_solves' depends on axioms: [propext, Classical.choice, Quot.sound]
```

## How the proof follows the calculation

`gf_of_cartesian_mode` and `cartesian_mode_of_gf` carry out the general correspondence. Their hypothesis `IsUnit M.det` says that \(M\) is invertible and is used to cancel \(M^{-1}M\) or \(MM^{-1}\); the remaining steps reassociate matrix products, substitute the assumed eigenvalue equation and move the scalar \(\lambda\) through the products.

`wilsonG_xy2` verifies the proposed diagonal inverse by multiplication, through `Matrix.inv_eq_right_inv`, and then compares the entries of \(G\). `gf_stretches` checks the two eigenvector equations component by component, with `ring` doing the algebra.

`gf_symmetry_coordinates` is the decomposition into \(s\) and \(d\). In `gf_eigenvalue_iff`, the two `linear_combination` steps add and subtract the component equations, giving the two products above up to a factor of 2. `mul_eq_zero` splits the cases, and the case \(s=d=0\) contradicts \(v\neq0\). The converse supplies the two stretches as nonzero eigenvectors. `xy2_normal_modes` then replaces \(G\) by its explicit form and collects these results.

`xy2_cartesian_modes` checks the displacement patterns entry by entry, using `field_simp` where masses must be cleared from denominators. `xy2_eigenvalues_pos_iff` applies the spectrum theorem and reads off the signs of \(k+c\) and \(k-c\) from the positive mass factors.

In `stretchMotion_solves`, `h1` and `h2` are the first and second derivatives of a cosine amplitude. `hq` assembles the velocity, `hacc` the acceleration, and the eigenvector equations `e1` and `e3` identify the latter with \(-GFq\).
